# The weights of the always-stable predictor sum to one and continue constant histories exactly

For an integer m ≥ 1, the always-stable predictor estimates a quantity x at time step t as the sum of B_j x(t−j) over j = 1, …, m, with weights B_j = (−1)^(j+1) j C(2m, m−j) / C(2m−2, m−1), where C(N, k) is the binomial coefficient. Time is counted in integer steps, and j = 1 is the most recent stored value.

```lean
import Mathlib

open Finset

namespace AlwaysStablePredictor

noncomputable section

/-- The weight of the value `j` steps back in the always-stable predictor of length `m`. -/
def weight (m j : ℕ) : ℝ :=
  (-1) ^ (j + 1) * (j : ℝ) * ((2 * m).choose (m - j) : ℝ) / ((2 * m - 2).choose (m - 1) : ℝ)

/-- The value predicted at time step `t` from the `m` preceding values of the history `x`. -/
def predict {V : Type*} [AddCommGroup V] [Module ℝ V] (m : ℕ) (x : ℤ → V) (t : ℤ) : V :=
  ∑ j ∈ Icc 1 m, weight m j • x (t - (j : ℤ))

/-- The ratio of neighbouring binomial coefficients, written without division. -/
lemma choose_ratio (N K : ℕ) :
    ((K : ℝ) + 1) * (N.choose (K + 1) : ℝ) = ((N : ℝ) - K) * (N.choose K : ℝ) := by
  rcases le_or_gt K N with h | h
  · have h1 : (N.choose (K + 1) : ℝ) * ((K : ℝ) + 1)
        = (N.choose K : ℝ) * ((N : ℝ) - K) := by
      rw [← Nat.cast_sub h]
      exact_mod_cast Nat.choose_succ_right_eq N K
    linear_combination h1
  · -- Beyond the end of the row both coefficients vanish.
    rw [Nat.choose_eq_zero_of_lt h, Nat.choose_eq_zero_of_lt (show N < K + 1 by omega)]
    simp

/-- Closed forms, multiplied by `2 n + 1` and by `n` respectively, of the partial alternating sums
of binomial coefficients weighted by the first and the second power of `n + 1 - k`. -/
lemma partial_sums (n K : ℕ) :
    (2 * (n : ℝ) + 1) * ∑ k ∈ range (K + 1),
        (-1 : ℝ) ^ k * ((n : ℝ) + 1 - k) ^ 1 * ((2 * (n + 1)).choose k : ℝ)
      = (-1) ^ K * (n + 1) * (2 * n + 1 - 2 * K) * ((2 * n + 1).choose K : ℝ) ∧
    (n : ℝ) * ∑ k ∈ range (K + 1),
        (-1 : ℝ) ^ k * ((n : ℝ) + 1 - k) ^ 2 * ((2 * (n + 1)).choose k : ℝ)
      = (-1) ^ K * (n + 1) * (n + 1 - K) * (n - K) * ((2 * n + 1).choose K : ℝ) := by
  induction K with
  | zero =>
    constructor <;>
    · simp only [zero_add, Finset.sum_range_one, Nat.choose_zero_right, pow_zero,
        Nat.cast_zero, Nat.cast_one]
      ring
  | succ K ih =>
    -- Pascal's rule and the ratio of neighbours reduce the step to algebra.
    have pascal : ((2 * (n + 1)).choose (K + 1) : ℝ)
        = ((2 * n + 1).choose K : ℝ) + ((2 * n + 1).choose (K + 1) : ℝ) := by
      rw [show 2 * (n + 1) = (2 * n + 1) + 1 by ring, Nat.choose_succ_succ']
      exact Nat.cast_add _ _
    have h := choose_ratio (2 * n + 1) K
    have hN : ((2 * n + 1 : ℕ) : ℝ) = 2 * n + 1 := by push_cast; ring
    rw [hN] at h
    constructor
    · rw [Finset.sum_range_succ, mul_add, ih.1, pascal]
      simp only [Nat.cast_add, Nat.cast_one]
      linear_combination (-1 : ℝ) ^ (K + 1) * h
    · rw [Finset.sum_range_succ, mul_add, ih.2, pascal]
      simp only [Nat.cast_add, Nat.cast_one]
      linear_combination (-1 : ℝ) ^ (K + 1) * ((n : ℝ) - K) * h

/-- The substitution `k = n + 1 - j` reverses an alternating binomial sum weighted by `j ^ p` and
takes out the sign `(-1) ^ n`. -/
lemma moment_reflect (n p : ℕ) :
    ∑ j ∈ Icc 1 (n + 1),
        (-1 : ℝ) ^ (j + 1) * (j : ℝ) ^ p * ((2 * (n + 1)).choose (n + 1 - j) : ℝ)
      = (-1) ^ n * ∑ k ∈ range (n + 1),
        (-1 : ℝ) ^ k * ((n : ℝ) + 1 - k) ^ p * ((2 * (n + 1)).choose k : ℝ) := by
  rw [Finset.mul_sum]
  refine Finset.sum_nbij' (fun j => n + 1 - j) (fun k => n + 1 - k) ?_ ?_ ?_ ?_ ?_
  · intro j hj
    simp only [Finset.mem_Icc, Finset.mem_range] at *
    omega
  · intro k hk
    simp only [Finset.mem_Icc, Finset.mem_range] at *
    omega
  · intro j hj
    simp only [Finset.mem_Icc] at *
    omega
  · intro k hk
    simp only [Finset.mem_range] at *
    omega
  · intro j hj
    obtain ⟨k, hk⟩ := Nat.exists_eq_add_of_le (Finset.mem_Icc.mp hj).2
    have e : n + 1 - j = k := by omega
    have c : (n : ℝ) + 1 - k = j := by
      have : (n : ℝ) + 1 = j + k := by exact_mod_cast hk
      linarith
    -- The two sign conventions differ by the global sign `(-1) ^ n`.
    have s : (-1 : ℝ) ^ (j + 1) = (-1) ^ n * (-1) ^ k := by
      rw [← pow_add, show j + 1 = j + 1 from rfl]
      have h2 : (-1 : ℝ) ^ (2 * k) = 1 := by rw [pow_mul]; norm_num
      have h3 : n + k + 2 = (j + 1) + 2 * k := by omega
      calc (-1 : ℝ) ^ (j + 1) = (-1) ^ ((j + 1) + 2 * k) := by rw [pow_add _ (j + 1), h2, mul_one]
        _ = (-1) ^ (n + k + 2) := by rw [h3]
        _ = (-1) ^ (n + k) := by rw [pow_add _ (n + k) 2]; norm_num
    simp only [e]
    rw [c, s]
    ring

/-- The alternating binomial sum that normalises the always-stable predictor. -/
theorem alternating_sum (m : ℕ) (hm : 1 ≤ m) :
    ∑ j ∈ Icc 1 m, (-1 : ℝ) ^ (j + 1) * (j : ℝ) * ((2 * m).choose (m - j) : ℝ)
      = ((2 * m - 2).choose (m - 1) : ℝ) := by
  obtain ⟨n, rfl⟩ := Nat.exists_eq_add_of_le' hm
  have h := moment_reflect n 1
  simp only [pow_one] at h
  have F := (partial_sums n n).1
  simp only [pow_one] at F
  rw [h, show 2 * (n + 1) - 2 = 2 * n by omega, show n + 1 - 1 = n by omega]
  have hs : (-1 : ℝ) ^ n * (-1) ^ n = 1 := by rw [← mul_pow]; norm_num
  have u : ((2 * n).choose n : ℝ) * (2 * (n : ℝ) + 1)
      = ((2 * n + 1).choose n : ℝ) * ((n : ℝ) + 1) := by
    have u0 := Nat.choose_mul_succ_eq (2 * n) n
    rw [show 2 * n + 1 - n = n + 1 by omega] at u0
    exact_mod_cast u0
  have h0 : (2 * (n : ℝ) + 1) ≠ 0 := by positivity
  apply mul_left_cancel₀ h0
  linear_combination (-1 : ℝ) ^ n * F
    + ((n : ℝ) + 1) * ((2 * n + 1).choose n : ℝ) * hs - u

/-- The weights of the always-stable predictor sum to one. -/
theorem sum_weight (m : ℕ) (hm : 1 ≤ m) : ∑ j ∈ Icc 1 m, weight m j = 1 := by
  have hpos : 0 < (2 * m - 2).choose (m - 1) := Nat.choose_pos (by omega)
  have h0 : ((2 * m - 2).choose (m - 1) : ℝ) ≠ 0 := by exact_mod_cast hpos.ne'
  unfold weight
  rw [← Finset.sum_div, alternating_sum m hm, div_self h0]

/-- For at least two steps of history, the first moment of the weights vanishes. -/
theorem first_moment_weight (m : ℕ) (hm : 2 ≤ m) :
    ∑ j ∈ Icc 1 m, (j : ℝ) * weight m j = 0 := by
  obtain ⟨n, rfl⟩ := Nat.exists_eq_add_of_le' (show 1 ≤ m by omega)
  have hn : (n : ℝ) ≠ 0 := by
    have : n ≠ 0 := by omega
    exact_mod_cast this
  -- The closed form of the partial sum contains the factor `n - K`, which vanishes at `K = n`.
  have F := (partial_sums n n).2
  rw [sub_self, mul_zero, zero_mul] at F
  have S := (mul_eq_zero.mp F).resolve_left hn
  have h := moment_reflect n 2
  rw [S, mul_zero] at h
  have e : ∀ j ∈ Icc 1 (n + 1), (j : ℝ) * weight (n + 1) j
      = (-1 : ℝ) ^ (j + 1) * (j : ℝ) ^ 2 * ((2 * (n + 1)).choose (n + 1 - j) : ℝ)
        / ((2 * (n + 1) - 2).choose (n + 1 - 1) : ℝ) := by
    intro j _
    unfold weight
    ring
  rw [Finset.sum_congr rfl e, ← Finset.sum_div, h, zero_div]

variable {V : Type*} [AddCommGroup V] [Module ℝ V]

/-- If the last `m` values of a history all equal `c`, the predicted value is `c`. -/
theorem predict_constant (m : ℕ) (hm : 1 ≤ m) (x : ℤ → V) (t : ℤ) (c : V)
    (hx : ∀ j ∈ Icc 1 m, x (t - (j : ℤ)) = c) : predict m x t = c := by
  unfold predict
  rw [Finset.sum_congr rfl (fun j hj => by rw [hx j hj]), ← Finset.sum_smul,
    sum_weight m hm, one_smul]

/-- With at least two steps of history, uniform drift `a + s v` is continued exactly. -/
theorem predict_linear (m : ℕ) (hm : 2 ≤ m) (a v : V) (t : ℤ) :
    predict m (fun s => a + (s : ℝ) • v) t = a + (t : ℝ) • v := by
  unfold predict
  have e : ∀ j ∈ Icc 1 m, weight m j • (a + ((t - (j : ℤ) : ℤ) : ℝ) • v)
      = weight m j • (a + (t : ℝ) • v) - ((j : ℝ) * weight m j) • v := by
    intro j _
    push_cast
    module
  rw [Finset.sum_congr rfl e, Finset.sum_sub_distrib, ← Finset.sum_smul, ← Finset.sum_smul,
    sum_weight m (by omega), first_moment_weight m hm, one_smul, zero_smul, sub_zero]

/-- With a single step of history the predictor returns the previous value. -/
theorem predict_one_step (x : ℤ → V) (t : ℤ) : predict 1 x t = x (t - 1) := by
  simp [predict, weight]

end

end AlwaysStablePredictor
```

```lean
#print axioms AlwaysStablePredictor.sum_weight
#print axioms AlwaysStablePredictor.predict_constant
#print axioms AlwaysStablePredictor.predict_linear
#print axioms AlwaysStablePredictor.predict_one_step
```

```
'AlwaysStablePredictor.sum_weight' depends on axioms: [propext, Classical.choice, Quot.sound]
'AlwaysStablePredictor.predict_constant' depends on axioms: [propext, Classical.choice, Quot.sound]
'AlwaysStablePredictor.predict_linear' depends on axioms: [propext, Classical.choice, Quot.sound]
'AlwaysStablePredictor.predict_one_step' depends on axioms: [propext, Classical.choice, Quot.sound]
```

## The predictor as a weighted history

The definition `weight m j` is B_j, and `predict m x t` is the weighted sum. A history is a map `x : ℤ → V` into any real vector space `V`, so x may be a set of induced dipoles, a vector of expansion coefficients or a matrix. No norm or finite dimension is needed. Only the m values before t enter the prediction.

The shortest cases are

m = 1: x(t−1)

m = 2: 2 x(t−1) − x(t−2)

m = 3: (5/2) x(t−1) − 2 x(t−2) + (1/2) x(t−3)

The theorem `alternating_sum` says that, for m ≥ 1, the numerators of the weights add up to their common denominator:

∑_{j=1}^m (−1)^(j+1) j C(2m, m−j) = C(2m−2, m−1).

Hence ∑ B_j = 1, which is `sum_weight`. For m ≥ 2, `first_moment_weight` adds that ∑ j B_j = 0.

These are statements about the predictor alone. The name "always stable" refers to the behaviour of the full predictor-corrector scheme, whose stability is not treated here. The corrector is described in the last section but is not part of the Lean file.

## Reducing the moments to partial sums

Put m = n + 1 and count from the oldest value with k = n + 1 − j. Then k runs from 0 to n, j = n + 1 − k, and the sign becomes (−1)^(j+1) = (−1)^n (−1)^k. For p = 1 or 2 define

S_p(K) = ∑_{k=0}^K (−1)^k (n+1−k)^p C(2n+2, k).

The reflection gives

∑_{j=1}^m (−1)^(j+1) j^p C(2m, m−j) = (−1)^n S_p(n).

The case p = 1 is the sum in `alternating_sum`, and p = 2 is the unnormalised first moment, because the weight already carries one factor j. The lemma `moment_reflect` proves this step with `Finset.sum_nbij'`, which matches the terms of the two sums through the map j ↦ n + 1 − j and its inverse.

Stopping the sums at a general K gives closed forms that can be proved by induction:

(2n+1) S₁(K) = (−1)^K (n+1)(2n+1−2K) C(2n+1, K)

n S₂(K) = (−1)^K (n+1)(n+1−K)(n−K) C(2n+1, K)

At K = 0 the sums are S₁ = n+1 and S₂ = (n+1)², and both formulas hold. For the step from K to K+1, write b = C(2n+1, K) and b′ = C(2n+1, K+1). Pascal's rule and the ratio of neighbouring coefficients give

C(2n+2, K+1) = b + b′

(K+1) b′ = (2n+1−K) b.

Add the new term to the first formula and divide by (−1)^(K+1). What must be shown is

−(n+1)(2n+1−2K) b + (2n+1)(n−K)(b+b′) = (n+1)(2n−1−2K) b′.

Collecting terms, the left side minus the right side is (K+1) b′ − (2n+1−K) b, which is zero by the ratio. For the second formula the requirement is

−(n+1)(n+1−K)(n−K) b + n(n−K)²(b+b′) = (n+1)(n−K)(n−K−1) b′,

and the difference of the two sides is the same expression multiplied by n−K.

In the file, `choose_ratio` supplies the ratio and `partial_sums` carries out both inductions together. Each `linear_combination` call names the multiple of the ratio identity that closes the step: (−1)^(K+1) for the first formula, with an extra factor n−K for the second.

## Evaluation at K = n

At K = n the first closed form becomes

(2n+1) S₁(n) = (−1)^n (n+1) C(2n+1, n).

Since (n+1) C(2n+1, n) = (2n+1) C(2n, n), division by 2n+1 gives S₁(n) = (−1)^n C(2n, n). The prefactor (−1)^n from the reflection removes the sign, leaving C(2n, n) = C(2m−2, m−1). This is the last part of `alternating_sum`. The central coefficient is positive, so `sum_weight` may divide by it.

The second closed form contains the factor n−K, so at K = n it reads n S₂(n) = 0. For m ≥ 2 we have n ≥ 1 and therefore S₂(n) = 0, which proves `first_moment_weight`. For m = 1 the only weight is B_1 = 1, and the first moment is 1.

## Constant and drifting histories

If the last m values all equal c, the prediction is

∑ B_j c = (∑ B_j) c = c.

This is `predict_constant`; it assumes nothing about values outside that window. For a history x(s) = a + s v, where v is the change per time step,

∑ B_j [a + (t−j) v] = (∑ B_j)(a + t v) − (∑ j B_j) v = a + t v

when m ≥ 2. This is `predict_linear`. By `predict_one_step`, the predictor with m = 1 returns x(t−1), so it lags behind a nonzero drift by one step.

## The prediction inside a molecular dynamics step

In simulations with polarisable force fields or self-consistent electronic structure, such a prediction can supply the starting guess at each new geometry; the exactness shown here covers only constant and uniformly drifting histories in a vector space.

In the variant with one corrector evaluation per time step, a code stores the last m corrected values and forms the predicted value x_p as their weighted sum. It then evaluates the self-consistency map F at x_p and mixes the result:

x(t) = ω F(x_p) + (1−ω) x_p,

with a mixing parameter ω. If c is a fixed point of F at the new geometry and the stored values all equal c, then x_p = c and the mixing also returns c, whatever the value of ω.

For orbitals and density matrices, the weighted sum does not in general preserve nonlinear constraints such as orthonormality or idempotency. A method that requires them of its starting guess has to restore them.
